# A spin chain with energy $-Ax^{4/3}+Kx^2/2$, $A>0$, dimerizes at every stiffness $K>0$

## Can a stiff enough lattice keep the chain uniform?

If I assume that the magnetic energy gained by dimerizing a spin chain is quadratic in the distortion, I predict a threshold: a soft lattice dimerizes and a stiff one stays uniform. For the spin-Peierls chain that prediction is wrong, I am told, because the gain goes as $x^{4/3}$. Does the exponent alone remove the threshold, however large the elastic constant is? And is the point where the forces balance really the lowest energy among all amplitudes of the alternating distortion, or only a local minimum?

## The exponent removes the threshold, and the minimum is global

Let $x\ge 0$ be the amplitude of the alternating distortion, $A>0$ the strength of the magnetic gain and $K>0$ the elastic stiffness. Energies are counted per site, and $A$ and $K$ are defined accordingly. For a gain exponent $p$ the energy relative to the uniform chain is

$$E(x)=-A x^p+\tfrac12 K x^2 .$$

Take $0<p<2$. Setting $E'(x)=-pAx^{p-1}+Kx$ to zero at positive $x$ gives $x^{2-p}=pA/K$, so the candidate is

$$x_0=\left(\frac{pA}{K}\right)^{1/(2-p)}>0 .$$

Multiplying $x_0^{2-p}=pA/K$ by $Kx_0^p$ gives the force balance $Kx_0^2=pAx_0^p$. The elastic cost at $x_0$ is therefore $p/2$ times the gain, and

$$E(x_0)=-\left(1-\tfrac p2\right)A x_0^p<0 .$$

To compare $x_0$ with every other distortion, write $x=t x_0$ with $t\ge0$. Replacing $Kx_0^2$ by $pAx_0^p$ gives

$$E(tx_0)-E(x_0)=A x_0^p\left[1+\tfrac p2(t^2-1)-t^p\right].$$

The strict Bernoulli inequality says that $(1+s)^r<1+rs$ for $0<r<1$, $s\ge-1$ and $s\ne0$: a strictly concave curve lies below its tangent. With $s=t^2-1$ and $r=p/2$ the left side is $t^p$, so the bracket is positive whenever $t\ne1$. This settles the second question, since it covers all $x\ge0$, including the uniform chain at $t=0$.

For $p=4/3$ we have $1/(2-p)=3/2$, so $x_0=(4A/(3K))^{3/2}$ and $x_0^{4/3}=16A^2/(9K^2)$. The prefactor $1-p/2$ is $1/3$, hence

$$E(x_0)=-\frac{16A^3}{27K^2}.$$

A stiffer lattice makes the distortion and the energy gain smaller, but never zero.

Your threshold belongs to $p=2$. There $E(x)=(K/2-A)x^2$, which is negative for some $x>0$ exactly when $K<2A$. For $p>2$, $E(x)=x^2(K/2-Ax^{p-2})$ is positive as long as $0<x<(K/(2A))^{1/(p-2)}$, so small distortions cost energy.

### What the Lean statements say

`energy p A K x` is $E(x)$, with real `p`, `A`, `K` and `x`, and `dimerization p A K` is $x_0$. The zero of energy is the uniform chain when $p>0$.

The theorem `spin_peierls` assumes only `0 < A` and `0 < K`. Its four parts say that the distortion $(4A/(3K))^{3/2}$ is positive, that its energy is $-16A^3/(27K^2)$, that this number is negative, and that every other `x` with `0 ≤ x` has strictly higher energy. The last part expresses both minimality and uniqueness of the amplitude; the two opposite patterns of alternation share this amplitude and energy. The general version, `energy_lt_of_ne`, holds for $0<p<2$.

`quadratic_gain_threshold` puts no sign condition on `A` or `K`. `small_distortion_costs` concerns a neighbourhood of zero only and leaves larger distortions open.

The exponent $4/3$ is an input. It stands for the response of the gapless ground state of an infinite antiferromagnetic Heisenberg spin-1/2 chain to alternating exchange, with logarithmic corrections left out. The model also takes zero temperature, a static classical lattice, harmonic elasticity and a power law that holds at every $x$.

For simulations of spin chains with such a static lattice, the result shows why the small-$x$ exponent matters: a finite ring with a gap generally has a quadratic gain at small $x$, and so can show a stiffness threshold that the infinite chain in this model lacks.

```lean
import Mathlib

noncomputable section

namespace SpinPeierls

/-- Energy of a chain with distortion `x ≥ 0`: a gain `A x^p` from the electrons or spins
against the elastic cost `K x² / 2`. -/
def energy (p A K x : ℝ) : ℝ := -A * x ^ p + K / 2 * x ^ 2

/-- The distortion `(p A / K)^(1/(2-p))`, intended for `0 < p < 2` and `A, K > 0`. -/
def dimerization (p A K : ℝ) : ℝ := (p * A / K) ^ (1 / (2 - p))

/-- For positive `p`, `A` and `K` the distortion `dimerization p A K` is nonzero and positive. -/
theorem dimerization_pos {p A K : ℝ} (hp : 0 < p) (hA : 0 < A) (hK : 0 < K) :
    0 < dimerization p A K :=
  Real.rpow_pos_of_pos (by positivity) _

/-- Force balance, multiplied by the distortion: for `0 < p < 2` and `A, K > 0`, the elastic
force at `dimerization p A K` cancels the force from the energy gain. -/
theorem force_balance {p A K : ℝ} (hp : 0 < p) (hp2 : p < 2) (hA : 0 < A) (hK : 0 < K) :
    K * dimerization p A K ^ 2 = p * A * dimerization p A K ^ p := by
  have hy := dimerization_pos hp hA hK
  have hne : 2 - p ≠ 0 := by linarith
  have h1 : dimerization p A K ^ (2 - p) = p * A / K := by
    unfold dimerization
    rw [← Real.rpow_mul (by positivity), one_div_mul_cancel hne, Real.rpow_one]
  have h2 : dimerization p A K ^ (2 - p) * dimerization p A K ^ p
      = dimerization p A K ^ 2 := by
    rw [← Real.rpow_add hy, sub_add_cancel, Real.rpow_two]
  rw [← h2, h1]
  field_simp

/-- For `0 < p < 2` and `A, K > 0`, the energy at `dimerization p A K` is the fraction
`1 - p/2` of the gain term, with negative sign. -/
theorem energy_dimerization {p A K : ℝ} (hp : 0 < p) (hp2 : p < 2) (hA : 0 < A)
    (hK : 0 < K) :
    energy p A K (dimerization p A K) = -((1 - p / 2) * A * dimerization p A K ^ p) := by
  unfold energy
  linear_combination (1 / 2) * force_balance hp hp2 hA hK

/-- For `0 < p < 2` and `A, K > 0`, every distortion `x ≥ 0` other than `dimerization p A K`
has strictly higher energy. -/
theorem energy_lt_of_ne {p A K x : ℝ} (hp : 0 < p) (hp2 : p < 2) (hA : 0 < A) (hK : 0 < K)
    (hx : 0 ≤ x) (hne : x ≠ dimerization p A K) :
    energy p A K (dimerization p A K) < energy p A K x := by
  have hy := dimerization_pos hp hA hK
  have hb := force_balance hp hp2 hA hK
  generalize dimerization p A K = y at hy hb hne ⊢
  -- measure the distortion in units of the equilibrium one
  obtain ⟨t, ht, rfl⟩ : ∃ t, 0 ≤ t ∧ x = t * y :=
    ⟨x / y, div_nonneg hx hy.le, by field_simp⟩
  have hs : t ^ 2 - 1 ≠ 0 := by
    intro h
    have h1 : t = 1 := by nlinarith
    exact hne (by rw [h1, one_mul])
  -- strict Bernoulli inequality with exponent p/2 < 1
  have hbern : (1 + (t ^ 2 - 1)) ^ (p / 2) < 1 + p / 2 * (t ^ 2 - 1) :=
    rpow_one_add_lt_one_add_mul_self (by nlinarith [sq_nonneg t]) hs
      (by linarith) (by linarith)
  have hpow : (1 + (t ^ 2 - 1)) ^ (p / 2) = t ^ p := by
    have e1 : 1 + (t ^ 2 - 1) = t ^ (2 : ℝ) := by rw [Real.rpow_two]; ring
    have e2 : 2 * (p / 2) = p := by ring
    rw [e1, ← Real.rpow_mul ht, e2]
  rw [hpow] at hbern
  have hB : 0 < A * y ^ p := mul_pos hA (Real.rpow_pos_of_pos hy p)
  have hgap := mul_pos hB (sub_pos.2 hbern)
  have key : energy p A K (t * y) - energy p A K y
      = A * y ^ p * (1 + p / 2 * (t ^ 2 - 1) - t ^ p) := by
    unfold energy
    rw [Real.mul_rpow ht hy.le]
    linear_combination (t ^ 2 - 1) / 2 * hb
  linarith

/-- The spin-Peierls chain, with gain `A x^(4/3)` and `A, K > 0`: the distortion
`(4A/(3K))^(3/2)` is positive, its energy is `-16A³/(27K²) < 0`, and every other `x ≥ 0`
has strictly higher energy. -/
theorem spin_peierls {A K : ℝ} (hA : 0 < A) (hK : 0 < K) :
    0 < (4 * A / (3 * K)) ^ (3 / 2 : ℝ) ∧
    energy (4 / 3) A K ((4 * A / (3 * K)) ^ (3 / 2 : ℝ)) = -(16 * A ^ 3 / (27 * K ^ 2)) ∧
    -(16 * A ^ 3 / (27 * K ^ 2)) < 0 ∧
    ∀ x, 0 ≤ x → x ≠ (4 * A / (3 * K)) ^ (3 / 2 : ℝ) →
      energy (4 / 3) A K ((4 * A / (3 * K)) ^ (3 / 2 : ℝ)) < energy (4 / 3) A K x := by
  have hd : dimerization (4 / 3) A K = (4 * A / (3 * K)) ^ (3 / 2 : ℝ) := by
    have h1 : 4 / 3 * A / K = 4 * A / (3 * K) := by
      rw [div_mul_eq_mul_div, div_div]
    have h2 : (1 : ℝ) / (2 - 4 / 3) = 3 / 2 := by norm_num
    unfold dimerization
    rw [h1, h2]
  have hpow : ((4 * A / (3 * K)) ^ (3 / 2 : ℝ)) ^ (4 / 3 : ℝ) = (4 * A / (3 * K)) ^ 2 := by
    have h3 : (3 / 2 : ℝ) * (4 / 3) = 2 := by norm_num
    rw [← Real.rpow_mul (by positivity), h3, Real.rpow_two]
  refine ⟨by positivity, ?_, neg_lt_zero.mpr (by positivity), ?_⟩
  · have h := energy_dimerization (p := 4 / 3) (by norm_num) (by norm_num) hA hK
    rw [hd, hpow] at h
    rw [h, div_pow]
    field_simp
    norm_num
  · intro x hx hne
    rw [← hd] at hne ⊢
    exact energy_lt_of_ne (by norm_num) (by norm_num) hA hK hx hne

/-- For a quadratic gain, `p = 2`, some distortion has negative energy exactly when the
stiffness satisfies `K < 2A`. -/
theorem quadratic_gain_threshold (A K : ℝ) :
    (∃ x, 0 < x ∧ energy 2 A K x < 0) ↔ K < 2 * A := by
  unfold energy
  constructor
  · rintro ⟨x, _, h⟩
    rw [Real.rpow_two] at h
    by_contra hc
    have hc' : 0 ≤ K - 2 * A := by linarith [not_lt.mp hc]
    nlinarith [mul_nonneg hc' (sq_nonneg x)]
  · intro h
    refine ⟨1, one_pos, ?_⟩
    rw [Real.one_rpow]
    linarith

/-- For a gain exponent `p > 2` and `A, K > 0`, every sufficiently small positive distortion costs
energy. -/
theorem small_distortion_costs {p A K : ℝ} (hp : 2 < p) (hA : 0 < A) (hK : 0 < K) :
    ∃ ε, 0 < ε ∧ ∀ x, 0 < x → x < ε → 0 < energy p A K x := by
  have hq : 0 < p - 2 := by linarith
  refine ⟨(K / (2 * A)) ^ (1 / (p - 2)), by positivity, fun x hx hlt => ?_⟩
  -- below the threshold the gain per x² is smaller than K/2
  have h1 : x ^ (p - 2) < K / (2 * A) := by
    have h := Real.rpow_lt_rpow hx.le hlt hq
    rwa [← Real.rpow_mul (by positivity), one_div_mul_cancel hq.ne', Real.rpow_one] at h
  have h2 : x ^ p = x ^ (p - 2) * x ^ 2 := by
    rw [← Real.rpow_two, ← Real.rpow_add hx, sub_add_cancel]
  have h3 : x ^ (p - 2) * (2 * A) < K := (lt_div_iff₀ (by positivity)).mp h1
  have h4 : 0 < (K - x ^ (p - 2) * (2 * A)) * x ^ 2 :=
    mul_pos (sub_pos.2 h3) (by positivity)
  unfold energy
  rw [h2]
  linarith

end SpinPeierls
```

```lean
#print axioms SpinPeierls.spin_peierls
#print axioms SpinPeierls.quadratic_gain_threshold
#print axioms SpinPeierls.small_distortion_costs
```

```
'SpinPeierls.spin_peierls' depends on axioms: [propext, Classical.choice, Quot.sound]
'SpinPeierls.quadratic_gain_threshold' depends on axioms: [propext, Classical.choice, Quot.sound]
'SpinPeierls.small_distortion_costs' depends on axioms: [propext, Classical.choice, Quot.sound]
```

### From the force balance to the strict inequality

`dimerization_pos` gives $x_0>0$, which the rules for real powers need. In `force_balance`, `h1` is $x_0^{2-p}=pA/K$ and `h2` is $x_0^{2-p}x_0^p=x_0^2$; combining them gives $Kx_0^2=pAx_0^p$. `energy_dimerization` then adds half of this identity to the definition of the energy, through `linear_combination`.

In `energy_lt_of_ne`, the `generalize` step replaces the explicit formula for $x_0$ by a letter `y`, keeping only its positivity, the force balance and the assumption that `x` differs from it. The `obtain` step introduces $t=x/y$. Next, `hs` shows that $t^2-1\ne0$, `hbern` is the Bernoulli inequality from Mathlib, and `hpow` rewrites its left side as $t^p$. The identity `key` is the energy difference displayed above, obtained by using the force balance with weight $(t^2-1)/2$. Since `hgap` says that its right side is positive, `linarith` finishes the proof. No derivative is used.

`spin_peierls` specializes these results: `hd` identifies $x_0$ at $p=4/3$, and the local `hpow` evaluates $x_0^{4/3}$.

For the quadratic gain, the distortion $x=1$ serves as the example when $K<2A$; in the other direction, $K\ge2A$ would make the energy nonnegative, contradicting the assumed negative value. For $p>2$, `h1` bounds $x^{p-2}$ by $K/(2A)$, `h2` factors $x^2$ out of the gain, and `h4` says that twice the energy is positive.
